# A separable potential can put a sign-changing state below the nodeless one

A solver that identifies the lowest state of a channel by its lack of nodes can return the wrong state when the Hamiltonian contains a separable nonlocal term. In the three-site example below, at strength $g=1$ and in the energy unit defined there, the nodeless eigenvector has energy $2-\sqrt2\approx0.586$, while a sign-changing eigenvector lies beneath it at energy $0$. A search that accepts only a nodeless solution as the ground state therefore returns the wrong one.

## Two energy identities and a threshold

Number the sites $0,1,2$ and let

$$
L=\begin{pmatrix}2&-1&0\\-1&2&-1\\0&-1&2\end{pmatrix},\qquad
p=\begin{pmatrix}1\\0\\-1\end{pmatrix},\qquad
H(g)=L-g\,pp^{T}.
$$

$L$ is the finite-difference kinetic energy with the wavefunction set to zero just outside the three sites. For grid spacing $h$ and particle mass $m$, energies are in units of $\hbar^2/(2mh^2)$. The vector $p$ plays the part of a projector function, and the real number $g$ is the strength of the separable term, attractive for $g>0$. In a pseudopotential this strength comes from the construction of the potential; here it is a free parameter.

For a real vector $x$, write $s=x_0+x_2$ and $d=x_0-x_2$ for its even and odd end combinations. Then

$$
x^TH(g)x-(2-2g)\,x^Tx=\Bigl(g-\tfrac{\sqrt2}{2}\Bigr)(s^2+2x_1^2)+\tfrac{\sqrt2}{2}\,(s-\sqrt2\,x_1)^2, \tag{1}
$$

$$
x^TH(g)x-(2-\sqrt2)\,x^Tx=\tfrac{\sqrt2}{2}\,(s-\sqrt2\,x_1)^2+\Bigl(\tfrac{\sqrt2}{2}-g\Bigr)d^2. \tag{2}
$$

Identity (1) makes $p$ a ground state with energy $2-2g$ when $g\ge\sqrt2/2$. Identity (2) makes the nodeless vector $(1,\sqrt2,1)$ a ground state with energy $2-\sqrt2$ when $g\le\sqrt2/2$.

These vectors are not normalised. Their unit versions are $\hat p=(1,0,-1)/\sqrt2$ and $(1,\sqrt2,1)/2$. Since $pp^T=2\hat p\hat p^T$, the threshold for a unit projector is a strength of $\sqrt2$.

## Where node counts enter a code

Radial solvers for local potentials can use the number of nodes to label a solution and to bracket its energy. For a separable pseudopotential or a PAW Hamiltonian the order of energies need not follow the number of nodes, so such a routine cannot be relied on unchanged. This finite, one-particle model shows the failure with a single projector.

A ghost state of a pseudopotential is a spurious level with no counterpart among the all-electron levels that the pseudopotential is meant to reproduce. To look for one, diagonalise the Hamiltonian in the channel, together with the overlap matrix if the method has one, and compare the lowest eigenvalues with those reference levels, whatever the shapes of their eigenvectors. A scattering test based on logarithmic derivatives can miss a ghost if its energy window starts too high: in the example at $g=1$, a window that opens at $0.5$ contains the nodeless level but not the one at $0$.

The sign structure shows where the difference from a local potential comes from. A local potential changes only the diagonal of $L$, so the neighbour couplings stay at $-1$, and a standard comparison of $\psi$ with $|\psi|$ gives a ground state of one sign; that argument is not among the Lean theorems below. The separable term instead adds $+g$ to the coupling between sites $0$ and $2$, which for $g>0$ favours opposite signs at the ends.

## Deriving the spectrum and the ground states

Since $p^Tx=d$, the separable term acts as $pp^Tx=d\,p$. Therefore

$$
H(g)x=\begin{pmatrix}2x_0-x_1-g(x_0-x_2)\\-x_0+2x_1-x_2\\-x_1+2x_2+g(x_0-x_2)\end{pmatrix},
$$

and the energy is

$$
x^TH(g)x=2(x_0^2+x_1^2+x_2^2)-2x_0x_1-2x_1x_2-g(x_0-x_2)^2 .
$$

**Spectrum.** Suppose $H(g)\psi=\mu\psi$ with $\psi\ne0$. Subtracting the third component equation from the first gives

$$
(2-2g-\mu)(\psi_0-\psi_2)=0 .
$$

Either $\mu=2-2g$, or $\psi_0=\psi_2$. In the second case, the sum of the outer equations and the middle equation read

$$
(2-\mu)(\psi_0+\psi_2)=2\psi_1,\qquad (2-\mu)\psi_1=\psi_0+\psi_2 ,
$$

so $\bigl((2-\mu)^2-2\bigr)\psi_1=0$. If $\psi_1=0$, the middle equation gives $\psi_0+\psi_2=0$; together with $\psi_0=\psi_2$ this makes $\psi$ vanish, a contradiction. Hence $\mu=2\pm\sqrt2$. Conversely, substitution shows that $p$, $(1,\sqrt2,1)$ and $(1,-\sqrt2,1)$ are eigenvectors with eigenvalues $2-2g$, $2-\sqrt2$ and $2+\sqrt2$. The separable term moves the odd level and leaves the even levels alone.

**The identities.** We have $x^Tx=(s^2+d^2)/2+x_1^2$ and

$$
x^TH(g)x=s^2+d^2+2x_1^2-2sx_1-gd^2 .
$$

Subtracting $(2-2g)x^Tx$ leaves $g(s^2+2x_1^2)-2sx_1$. Because

$$
\tfrac{\sqrt2}{2}(s-\sqrt2x_1)^2=\tfrac{\sqrt2}{2}(s^2+2x_1^2)-2sx_1 ,
$$

this is the right-hand side of (1). Subtracting $(2-\sqrt2)x^Tx$ instead leaves

$$
\tfrac{\sqrt2}{2}(s^2+2x_1^2)-2sx_1+\Bigl(\tfrac{\sqrt2}{2}-g\Bigr)d^2 ,
$$

which is (2) by the same expansion.

**Threshold.** For $g\ge\sqrt2/2$ the right-hand side of (1) is nonnegative, so no trial vector has an energy per squared norm below $2-2g$. Conversely, if $p$ is a ground state, test it against $(1,\sqrt2,1)$, whose squared norm is $4$ and whose energy is $8-4\sqrt2$. The inequality $4(2-2g)\le8-4\sqrt2$ gives $g\ge\sqrt2/2$.

**Uniqueness.** Let $g>\sqrt2/2$ and let $\psi$ be any ground state, with energy $E$. Testing against $p$ gives $2E\le4-4g$, so $E\le2-2g$. Put $x=\psi$ in (1). The left-hand side is $(E-2+2g)\,\psi^T\psi\le0$, while both terms on the right are nonnegative. Since $g-\sqrt2/2$ is strictly positive, $\psi_0+\psi_2=0$ and $\psi_1=0$, so $\psi=\psi_0\,p$.

At $g=1$ the eigenvalues are $0$, $2-\sqrt2$ and $2+\sqrt2$, and the ground state is $p$ up to scale.

## The Lean source

```lean
import Mathlib

open Matrix

namespace SeparableGhostStates

noncomputable section

/-- The discrete kinetic energy on three sites. -/
def kinetic : Matrix (Fin 3) (Fin 3) ℝ := !![2, -1, 0; -1, 2, -1; 0, -1, 2]

/-- The odd projector function `(1, 0, -1)`. -/
def projector : Fin 3 → ℝ := ![1, 0, -1]

/-- Kinetic energy minus `g` times the separable term built from the projector. -/
def separable (g : ℝ) : Matrix (Fin 3) (Fin 3) ℝ :=
  kinetic - g • vecMulVec projector projector

/-- `ψ` is a ground state of `H` with energy `E`: a nonzero eigenvector whose eigenvalue bounds the
energy per squared norm of every nonzero trial vector from below. -/
def IsGroundState (H : Matrix (Fin 3) (Fin 3) ℝ) (E : ℝ) (ψ : Fin 3 → ℝ) : Prop :=
  ψ ≠ 0 ∧ H *ᵥ ψ = E • ψ ∧ ∀ x : Fin 3 → ℝ, E * (x ⬝ᵥ x) ≤ x ⬝ᵥ H *ᵥ x

/-- The squared norm in components. -/
lemma normSq_eq (x : Fin 3 → ℝ) : x ⬝ᵥ x = x 0 ^ 2 + x 1 ^ 2 + x 2 ^ 2 := by
  simp only [dotProduct, Fin.sum_univ_three]
  ring

/-- The action of the separable Hamiltonian in components. -/
lemma separable_mulVec (g : ℝ) (x : Fin 3 → ℝ) :
    separable g *ᵥ x = ![2 * x 0 - x 1 - g * (x 0 - x 2), -x 0 + 2 * x 1 - x 2,
      -x 1 + 2 * x 2 + g * (x 0 - x 2)] := by
  ext i
  fin_cases i <;>
    simp [separable, kinetic, projector, mulVec, dotProduct, Fin.sum_univ_three] <;> ring

/-- The energy of a vector in the separable Hamiltonian. -/
lemma separable_energy (g : ℝ) (x : Fin 3 → ℝ) :
    x ⬝ᵥ separable g *ᵥ x = 2 * (x 0 ^ 2 + x 1 ^ 2 + x 2 ^ 2) - 2 * (x 0 * x 1)
      - 2 * (x 1 * x 2) - g * (x 0 - x 2) ^ 2 := by
  rw [separable_mulVec]
  simp [dotProduct, Fin.sum_univ_three]
  ring

/-- Three scalar equations give the eigenvalue equation of the separable Hamiltonian for the vector
`(a, b, c)`, which may be zero. -/
lemma separable_eigen (g μ a b c : ℝ) (h0 : 2 * a - b - g * (a - c) = μ * a)
    (h1 : -a + 2 * b - c = μ * b) (h2 : -b + 2 * c + g * (a - c) = μ * c) :
    separable g *ᵥ ![a, b, c] = μ • ![a, b, c] := by
  rw [separable_mulVec]
  ext i
  fin_cases i
  · exact h0
  · exact h1
  · exact h2

/-- The energy minus `2 - 2g` times the squared norm, written with squares of even combinations. -/
lemma energy_above_ghost (g : ℝ) (x : Fin 3 → ℝ) :
    x ⬝ᵥ separable g *ᵥ x - (2 - 2 * g) * (x ⬝ᵥ x) =
      (g - √2 / 2) * ((x 0 + x 2) ^ 2 + 2 * x 1 ^ 2)
        + √2 / 2 * (x 0 + x 2 - √2 * x 1) ^ 2 := by
  have hs : √2 ^ 2 = (2 : ℝ) := Real.sq_sqrt (by norm_num)
  rw [separable_energy, normSq_eq]
  linear_combination ((x 0 + x 2) * x 1 - √2 / 2 * x 1 ^ 2) * hs

/-- The eigenvalues of the separable Hamiltonian are exactly `2 - 2g`, `2 - √2`
and `2 + √2`. -/
theorem separable_spectrum (g μ : ℝ) :
    (∃ ψ : Fin 3 → ℝ, ψ ≠ 0 ∧ separable g *ᵥ ψ = μ • ψ) ↔
      μ = 2 - 2 * g ∨ μ = 2 - √2 ∨ μ = 2 + √2 := by
  have hs : √2 ^ 2 = (2 : ℝ) := Real.sq_sqrt (by norm_num)
  constructor
  · rintro ⟨ψ, hψ, h⟩
    rw [separable_mulVec] at h
    have e0 : 2 * ψ 0 - ψ 1 - g * (ψ 0 - ψ 2) = μ * ψ 0 := congrFun h 0
    have e1 : -ψ 0 + 2 * ψ 1 - ψ 2 = μ * ψ 1 := congrFun h 1
    have e2 : -ψ 1 + 2 * ψ 2 + g * (ψ 0 - ψ 2) = μ * ψ 2 := congrFun h 2
    -- the odd part decouples from the even part
    have hodd : (2 - 2 * g - μ) * (ψ 0 - ψ 2) = 0 := by linear_combination e0 - e2
    rcases mul_eq_zero.1 hodd with h1 | hd
    · left; linarith
    · right
      have heven : ((μ - (2 - √2)) * (μ - (2 + √2))) * ψ 1 = 0 := by
        linear_combination (2 - μ) * e1 + e0 + e2 - ψ 1 * hs
      rcases mul_eq_zero.1 heven with h1 | hb
      · rcases mul_eq_zero.1 h1 with h2 | h2
        · left; linarith
        · right; linarith
      · exfalso
        rw [hb] at e1
        apply hψ
        ext i
        fin_cases i
        · show ψ 0 = 0
          linarith
        · exact hb
        · show ψ 2 = 0
          linarith
  · rintro (rfl | rfl | rfl)
    · exact ⟨projector, fun h => by simpa [projector] using congrFun h 0,
        separable_eigen g _ 1 0 (-1) (by ring) (by ring) (by ring)⟩
    · exact ⟨![1, √2, 1], fun h => by simpa using congrFun h 0,
        separable_eigen g _ 1 (√2) 1 (by ring) (by linear_combination hs) (by ring)⟩
    · exact ⟨![1, -√2, 1], fun h => by simpa using congrFun h 0,
        separable_eigen g _ 1 (-√2) 1 (by ring) (by linear_combination hs) (by ring)⟩

/-- Up to the strength `√2/2`, the strictly positive vector `(1, √2, 1)` is a ground state. -/
theorem weak_coupling_nodeless {g : ℝ} (hg : g ≤ √2 / 2) :
    IsGroundState (separable g) (2 - √2) ![1, √2, 1] := by
  have hs : √2 ^ 2 = (2 : ℝ) := Real.sq_sqrt (by norm_num)
  refine ⟨fun h => by simpa using congrFun h 0, separable_eigen g _ 1 (√2) 1 (by ring)
    (by linear_combination hs) (by ring), fun x => ?_⟩
  have key : x ⬝ᵥ separable g *ᵥ x - (2 - √2) * (x ⬝ᵥ x) =
      √2 / 2 * (x 0 + x 2 - √2 * x 1) ^ 2 + (√2 / 2 - g) * (x 0 - x 2) ^ 2 := by
    rw [separable_energy, normSq_eq]
    linear_combination ((x 0 + x 2) * x 1 - √2 / 2 * x 1 ^ 2) * hs
  have h1 : 0 ≤ √2 / 2 * (x 0 + x 2 - √2 * x 1) ^ 2 := by positivity
  have h2 := mul_nonneg (sub_nonneg.2 hg) (sq_nonneg (x 0 - x 2))
  linarith

/-- The sign-changing projector is a ground state with energy `2 - 2g` exactly when the
strength is at least `√2/2`. -/
theorem ghost_threshold (g : ℝ) :
    IsGroundState (separable g) (2 - 2 * g) projector ↔ √2 / 2 ≤ g := by
  have hs : √2 ^ 2 = (2 : ℝ) := Real.sq_sqrt (by norm_num)
  constructor
  · intro h
    -- compare with the nodeless trial vector
    have ht := h.2.2 ![1, √2, 1]
    rw [separable_energy, normSq_eq] at ht
    have ht' : (2 - 2 * g) * (1 ^ 2 + √2 ^ 2 + 1 ^ 2) ≤ 2 * (1 ^ 2 + √2 ^ 2 + 1 ^ 2)
      - 2 * (1 * √2) - 2 * (√2 * 1) - g * (1 - 1) ^ 2 := ht
    rw [hs] at ht'
    linarith
  · intro hg
    refine ⟨fun h => by simpa [projector] using congrFun h 0,
      separable_eigen g _ 1 0 (-1) (by ring) (by ring) (by ring), fun x => ?_⟩
    have key := energy_above_ghost g x
    have h1 : 0 ≤ √2 / 2 * (x 0 + x 2 - √2 * x 1) ^ 2 := by positivity
    have h2 : 0 ≤ (g - √2 / 2) * ((x 0 + x 2) ^ 2 + 2 * x 1 ^ 2) :=
      mul_nonneg (sub_nonneg.2 hg) (by positivity)
    linarith

/-- Above the strength `√2/2`, every ground state is a multiple of the sign-changing
projector. -/
theorem ghost_unique {g E : ℝ} {ψ : Fin 3 → ℝ} (hg : √2 / 2 < g)
    (h : IsGroundState (separable g) E ψ) : ∃ c : ℝ, ψ = c • projector := by
  have hE := h.2.2 projector
  rw [separable_energy, normSq_eq] at hE
  have hE' : E * (1 ^ 2 + 0 ^ 2 + (-1) ^ 2) ≤ 2 * (1 ^ 2 + 0 ^ 2 + (-1) ^ 2)
    - 2 * (1 * 0) - 2 * (0 * (-1)) - g * (1 - (-1)) ^ 2 := hE
  have hle : 0 ≤ 2 - 2 * g - E := by linarith
  have hN : 0 ≤ ψ ⬝ᵥ ψ := by rw [normSq_eq]; positivity
  have key := energy_above_ghost g ψ
  rw [h.2.1, dotProduct_smul, smul_eq_mul] at key
  have h1 : 0 ≤ √2 / 2 * (ψ 0 + ψ 2 - √2 * ψ 1) ^ 2 := by positivity
  have h2 := mul_nonneg hle hN
  -- the even part of the state must vanish
  have h3 : (ψ 0 + ψ 2) ^ 2 + 2 * ψ 1 ^ 2 ≤ 0 := by
    by_contra hn
    have := mul_pos (sub_pos.2 hg) (not_le.1 hn)
    linarith
  have hb : ψ 1 = 0 := (pow_eq_zero_iff two_ne_zero).1
    (by linarith [sq_nonneg (ψ 0 + ψ 2), sq_nonneg (ψ 1)])
  have hc : ψ 0 + ψ 2 = 0 := (pow_eq_zero_iff two_ne_zero).1
    (by linarith [sq_nonneg (ψ 0 + ψ 2), sq_nonneg (ψ 1)])
  refine ⟨ψ 0, ?_⟩
  ext i
  fin_cases i
  · show ψ 0 = ψ 0 * 1
    ring
  · show ψ 1 = ψ 0 * 0
    linarith
  · show ψ 2 = ψ 0 * (-1)
    linarith

/-- The bare kinetic energy has the strictly positive ground state `(1, √2, 1)`; after
subtracting the separable term at unit strength, the sign-changing projector is a ground
state with energy zero, and every ground state is a multiple of it. -/
theorem unit_strength_ghost :
    IsGroundState kinetic (2 - √2) ![1, √2, 1] ∧
    IsGroundState (kinetic - vecMulVec projector projector) 0 projector ∧
    ∀ (E : ℝ) (ψ : Fin 3 → ℝ),
      IsGroundState (kinetic - vecMulVec projector projector) E ψ →
        ∃ c : ℝ, ψ = c • projector := by
  have hs : √2 ^ 2 = (2 : ℝ) := Real.sq_sqrt (by norm_num)
  have hr : √2 / 2 < 1 := by nlinarith [Real.sqrt_nonneg 2]
  have h0 : separable 0 = kinetic := by simp [separable]
  have h1 : separable 1 = kinetic - vecMulVec projector projector := by simp [separable]
  have a := weak_coupling_nodeless (g := 0) (by positivity)
  rw [h0] at a
  have b := (ghost_threshold 1).2 hr.le
  rw [h1, show (2 - 2 * 1 : ℝ) = 0 by norm_num] at b
  exact ⟨a, b, fun E ψ h => ghost_unique hr (by rw [h1]; exact h)⟩

end

end SeparableGhostStates
```

```lean
#print axioms SeparableGhostStates.separable_spectrum
#print axioms SeparableGhostStates.unit_strength_ghost
```

```
'SeparableGhostStates.separable_spectrum' depends on axioms: [propext, Classical.choice, Quot.sound]
'SeparableGhostStates.unit_strength_ghost' depends on axioms: [propext, Classical.choice, Quot.sound]
```

## Reading the theorems as physics

`kinetic`, `projector` and `separable g` are $L$, $p$ and $H(g)$. Vectors are functions `Fin 3 → ℝ`, so the site indices are the $0,1,2$ used above. `vecMulVec projector projector` is the outer product $pp^T$, `*ᵥ` applies a matrix to a vector, and `⬝ᵥ` is the real dot product.

`IsGroundState H E ψ` has three parts: $\psi$ is nonzero, $H\psi=E\psi$, and $E\,x^Tx\le x^THx$ for every real vector $x$. The last part is the variational principle written without a quotient, so trial vectors need no normalisation. The definition allows degenerate ground states.

- `separable_spectrum` says that, for every real $g$, a number $\mu$ is an eigenvalue of $H(g)$ exactly when it is one of the three listed values. It concerns the set of eigenvalues and does not count multiplicities.
- `weak_coupling_nodeless` says that $(1,\sqrt2,1)$ is a ground state whenever $g\le\sqrt2/2$. This includes repulsive strengths $g<0$.
- `ghost_threshold` says that $p$ is a ground state with energy $2-2g$ if and only if $g\ge\sqrt2/2$.
- `ghost_unique` says that above this strength every ground state, whatever energy is claimed for it, is a multiple of $p$.
- `unit_strength_ghost` puts $L$ and $L-pp^T$ side by side: the first has the positive ground state, and the second has $p$ at energy $0$, unique up to scale.

There is no Lean predicate for nodes. Strict positivity and the change of sign are read off the explicit components. In the Lean names, "ghost" means a sign-changing state that has reached or passed below the nodeless one; the model contains no all-electron reference spectrum against which a level could be called spurious.

## How the proofs follow the algebra

`separable_mulVec` and `separable_energy` establish the component formulas, and `normSq_eq` does the same for the squared norm. `separable_eigen` reduces the equation $H(g)v=\mu v$ to three scalar equations, into which the explicit vectors are then substituted; that these vectors are nonzero is checked separately.

`energy_above_ghost` is identity (1). Its `linear_combination` step supplies the multiple of $(\sqrt2)^2=2$ needed to match the two sides. Identity (2) appears as `key` inside `weak_coupling_nodeless`, where `positivity` and `mul_nonneg` give the signs of its two terms.

In `separable_spectrum`, `hodd` is the difference of the outer equations and `heven` is the factored equation for $\psi_1$. The case splits on these products are those of the derivation, and the three explicit eigenvectors prove the converse.

`ghost_threshold` uses the nodeless trial vector in one direction and identity (1) in the other. In `ghost_unique`, `hE'` is the test against $p$, and `h3` shows that the even part cannot have positive size. The final theorem specialises these results to $g=0$ and $g=1$, using $\sqrt2/2<1$.

## Degeneracy at threshold, and adding an overlap matrix

At $g=\sqrt2/2$ the odd level meets the lower even level at $2-\sqrt2$. Both $p$ and $(1,\sqrt2,1)$ are then ground states, and so is every nonzero combination of them. This is why `ghost_unique` requires a strict inequality while `ghost_threshold` does not.

The model uses an ordinary eigenvalue problem, whereas PAW leads to $H\psi=E\,S\psi$ with an overlap matrix $S$. A closer definition of a ground state would put $S$ into both the eigenvalue equation and the norm. With $S=1+q\,pp^T$ and $q>-1/2$, so that $S$ is positive definite, the odd level becomes $(2-2g)/(1+2q)$ and the even levels stay where they are. The threshold shifts to $g=\sqrt2/2-(2-\sqrt2)\,q$, so for $q\ne0$ a check of the Hamiltonian alone would misplace it.

The results cover three sites, one fixed projector and real vectors. They show that a separable term can break the node ordering, but they give no criterion for a general pseudopotential, and $\sqrt2/2$ is specific to this $L$ and this $p$.
